# At positive imaginary frequency, the Dyson iteration with a weak self-energy $\sum_kA_kGA_k^\dagger$ converges from zero to the only physical solution

## Definitions and sign convention

Let $H$ be a complex Hilbert space of any dimension. The Hamiltonian $h$, the Green's function $G$ and finitely many coupling operators $A_k$ are bounded operators on $H$, written `H →L[ℂ] H`, with the operator norm. Matrices are the finite-dimensional case; unbounded Hamiltonians lie beyond this model. The real number $w$ is one fixed imaginary frequency, with $\hbar=1$ and any chemical potential absorbed in $h$.

```lean
import Mathlib

open Filter Topology
open ContinuousLinearMap (adjoint)

namespace SelfConsistentDyson

noncomputable section

variable {H : Type*} [NormedAddCommGroup H] [InnerProductSpace ℂ H] [CompleteSpace H]
  {ι : Type*} [Fintype ι] {w L : ℝ} {h G : H →L[ℂ] H} {A : ι → H →L[ℂ] H}
```

The self-energy is $S(G)=\sum_k A_kGA_k^\dagger$. It is linear and acts at a single frequency, as in the self-consistent Born approximation for Gaussian static disorder.

```lean
/-- The self-energy `S(G) = ∑ A_k G A_k†`. -/
def selfEnergy (A : ι → H →L[ℂ] H) (G : H →L[ℂ] H) : H →L[ℂ] H :=
  ∑ k, A k * G * adjoint (A k)
```

Write $M(G)=iw-h-S(G)$, which is `inverseGreen`. The Dyson equation is $M(G)G=1$.

```lean
/-- The operator `iw - h - S(G)`, for any bounded operator `G`. -/
def inverseGreen (w : ℝ) (h : H →L[ℂ] H) (A : ι → H →L[ℂ] H) (G : H →L[ℂ] H) :
    H →L[ℂ] H :=
  (Complex.I * (w : ℂ)) • (1 : H →L[ℂ] H) - h - selfEnergy A G
```

One iteration step is $F(G)=M(G)^{-1}$. `Ring.inverse` returns zero for a non-invertible operator, but this never happens at the physical $G$ used below.

```lean
/-- One self-consistency step `G ↦ (iw - h - S(G))⁻¹`, meant for those `G` at which
`iw - h - S(G)` is invertible. -/
def dysonStep (w : ℝ) (h : H →L[ℂ] H) (A : ι → H →L[ℂ] H) (G : H →L[ℂ] H) :
    H →L[ℂ] H :=
  Ring.inverse (inverseGreen w h A G)
```

The inner product is linear in its second argument. A physical $G$ has $\operatorname{Im}\langle x,Gx\rangle\le0$ for all $x$, the sign of a Green's function in the upper half of the frequency plane.

```lean
/-- A Green's function is physical if `Im ⟨x, G x⟩ ≤ 0` for every state `x`. -/
def IsPhysical (G : H →L[ℂ] H) : Prop := ∀ x, (inner ℂ x (G x)).im ≤ 0
```

With $z=\langle x,Gx\rangle$, we have $\langle x,i(G-G^\dagger)x\rangle=i(z-\bar z)=-2\operatorname{Im}z$. The sign condition is therefore the same as $i(G-G^\dagger)\ge0$. In the proof, `key` is this identity.

```lean
/-- `G` is physical exactly when `i(G - G†)` is positive semidefinite. -/
theorem isPhysical_iff (G : H →L[ℂ] H) :
    IsPhysical G ↔ (Complex.I • (G - adjoint G)).IsPositive := by
  have key : ∀ x, inner ℂ ((Complex.I • (G - adjoint G)) x) x
      = ((-2 * (inner ℂ x (G x)).im : ℝ) : ℂ) := by
    intro x
    change inner ℂ (Complex.I • (G x - adjoint G x)) x = _
    rw [inner_smul_left, inner_sub_left, ContinuousLinearMap.adjoint_inner_left,
      ← inner_conj_symm (G x) x]
    generalize inner ℂ x (G x) = z
    apply Complex.ext <;> simp
    ring
  rw [ContinuousLinearMap.isPositive_iff_complex]
  constructor
  · intro hG x
    rw [key]
    have h2 : (0 : ℝ) ≤ -2 * (inner ℂ x (G x)).im := by linarith [hG x]
    exact ⟨rfl, h2⟩
  · intro hG x
    have h1 := (hG x).2
    rw [key] at h1
    have h2 : (0 : ℝ) ≤ -2 * (inner ℂ x (G x)).im := h1
    linarith
```

## The form $A_kGA_k^\dagger$: the self-energy keeps the sign

Physically, this form makes the self-energy dissipative whenever $G$ is. Moving $A_k$ to the left gives
$$\langle x,S(G)x\rangle=\sum_k\langle A_k^\dagger x,\,G A_k^\dagger x\rangle,$$
and each term has imaginary part at most zero. The equation `e` in the proof is this rewriting.

```lean
/-- The self-energy of a physical Green's function is physical. -/
theorem selfEnergy_physical (hG : IsPhysical G) : IsPhysical (selfEnergy A G) := by
  intro x
  have e : inner ℂ x (selfEnergy A G x)
      = ∑ k, inner ℂ (adjoint (A k) x) (G (adjoint (A k) x)) := by
    rw [selfEnergy, sum_apply, inner_sum]
    refine Finset.sum_congr rfl fun k _ => ?_
    exact (ContinuousLinearMap.adjoint_inner_left (A k) (G (adjoint (A k) x)) x).symm
  rw [e, Complex.im_sum]
  exact Finset.sum_nonpos fun k _ => hG _
```

Linearity and a norm bound alone would not give uniqueness. For $h=0$, $w=3$ and $S(G)=-2G$, both $G=-i$ and $G=-i/2$ are physical solutions. This example and the scalar ones in the next four sections are short direct calculations, separate from the Lean file.

## Self-adjoint $h$: no gain or loss from the bare Hamiltonian

The hypothesis `hh : IsSelfAdjoint h` makes $\langle x,hx\rangle$ real. Hence, for physical $G$,
$$\operatorname{Im}\langle x,M(G)x\rangle=w\|x\|^2-\operatorname{Im}\langle x,S(G)x\rangle\ge w\|x\|^2.$$
The proof obtains the real expectation value as `h0`, then combines it with the preceding lemma.

```lean
/-- For self-adjoint `h` and physical `G`, the imaginary part of `iw - h - S(G)` is
at least `w`. -/
theorem inverseGreen_coercive (hh : IsSelfAdjoint h) (hG : IsPhysical G) (x : H) :
    w * ‖x‖ ^ 2 ≤ (inner ℂ x (inverseGreen w h A G x)).im := by
  have had : adjoint h = h := hh
  have e := ContinuousLinearMap.adjoint_inner_left h x x
  rw [had] at e
  have c := inner_conj_symm (𝕜 := ℂ) (h x) x
  rw [e] at c
  have h0 : (inner ℂ x (h x)).im = 0 := Complex.conj_eq_iff_im.mp c
  have n : (inner ℂ x x).re = ‖x‖ ^ 2 := inner_self_eq_norm_sq (𝕜 := ℂ) x
  have hi : (Complex.I * (w : ℂ) * inner ℂ x x).im = w * (inner ℂ x x).re := by
    generalize inner ℂ x x = z
    simp
  change _ ≤ (inner ℂ x ((Complex.I * (w : ℂ)) • x - h x - selfEnergy A G x)).im
  rw [inner_sub_right, inner_sub_right, inner_smul_right, Complex.sub_im, Complex.sub_im,
    hi, h0, n]
  linarith [selfEnergy_physical (A := A) hG x]
```

Some restriction on the imaginary part of $\langle x,hx\rangle$ is needed. If $h=iw$ and all $A_k=0$ on a nonzero space, then $M(G)=0$ and there is no solution.

## Positive $w$: an inverse with the right sign

The frequency $w$ supplies the distance from the real axis. By the last inequality and Cauchy–Schwarz, $w\|x\|^2\le|\langle x,M(G)x\rangle|\le\|x\|\,\|M(G)x\|$, so $\|M(G)x\|\ge w\|x\|$. Thus $M(G)$ is injective with closed range. A vector $y$ orthogonal to the range satisfies $w\|y\|^2\le|\langle y,M(G)y\rangle|=0$, so the range is all of $H$. The proof passes the lower bound to a Mathlib lemma that contains this argument.

```lean
/-- For `w > 0`, self-adjoint `h` and physical `G`, the operator `iw - h - S(G)` is
invertible. -/
theorem inverseGreen_isUnit (hw : 0 < w) (hh : IsSelfAdjoint h) (hG : IsPhysical G) :
    IsUnit (inverseGreen w h A G) := by
  refine ContinuousLinearMap.isUnit_of_forall_le_norm_inner_map _
    (c := Real.toNNReal w) (Real.toNNReal_pos.2 hw) fun x => ?_
  rw [Real.coe_toNNReal w hw.le, norm_inner_symm, mul_comm]
  exact (inverseGreen_coercive hh hG x).trans
    ((le_abs_self _).trans (Complex.abs_im_le_norm _))
```

Now put $y=F(G)x$, so that $M(G)y=x$. Then
$$\operatorname{Im}\langle x,F(G)x\rangle=-\operatorname{Im}\langle y,M(G)y\rangle\le-w\|y\|^2\le0,$$
and $w\|y\|^2\le|\langle y,x\rangle|\le\|y\|\,\|x\|$ gives $\|F(G)\|\le1/w$. The two bullets of the next proof are these two estimates; the second treats $y=0$ separately before dividing by $\|y\|$.

```lean
/-- For `w > 0` and self-adjoint `h`, a step from a physical `G` gives a physical Green's
function of norm at most `1/w`. -/
theorem dysonStep_physical (hw : 0 < w) (hh : IsSelfAdjoint h) (hG : IsPhysical G) :
    IsPhysical (dysonStep w h A G) ∧ ‖dysonStep w h A G‖ ≤ 1 / w := by
  have e := Ring.mul_inverse_cancel _ (inverseGreen_isUnit (A := A) hw hh hG)
  have hx : ∀ x, inverseGreen w h A G (dysonStep w h A G x) = x :=
    fun x => DFunLike.congr_fun e x
  constructor
  · intro x
    have c := inverseGreen_coercive (w := w) (A := A) hh hG (dysonStep w h A G x)
    rw [hx, ← inner_conj_symm, Complex.conj_im] at c
    have : 0 ≤ w * ‖dysonStep w h A G x‖ ^ 2 := by positivity
    linarith
  · refine ContinuousLinearMap.opNorm_le_bound _ (by positivity) fun x => ?_
    have c := inverseGreen_coercive (w := w) (A := A) hh hG (dysonStep w h A G x)
    rw [hx] at c
    have c2 := c.trans ((le_abs_self _).trans
      ((Complex.abs_im_le_norm _).trans (norm_inner_le_norm _ _)))
    rw [one_div, inv_mul_eq_div, le_div_iff₀ hw]
    rcases (norm_nonneg (dysonStep w h A G x)).eq_or_lt with h0 | h0
    · rw [← h0, zero_mul]
      exact norm_nonneg x
    · exact le_of_mul_le_mul_left (by linarith) h0
```

For $w<0$ existence can fail: with $h=0$ and all $A_k=0$ on a nonzero space, the only solution is $-i/w$, which has the wrong sign.

## The bound $L$: how strongly the self-energy responds

The hypothesis `hL` says $\|S(X)\|\le L\|X\|$ for every $X$. The constant $L$ is a squared coupling energy, such as a disorder variance. Some such $L$ always exists, for instance $\sum_k\|A_k\|^2$.

For physical $X$ and $Y$, linearity gives $M(Y)-M(X)=S(X-Y)$, hence
$$F(X)-F(Y)=F(X)\,[M(Y)-M(X)]\,F(Y)=F(X)\,S(X-Y)\,F(Y).$$
Taking norms gives $\|F(X)-F(Y)\|\le\frac1w\,L\|X-Y\|\,\frac1w$. In the proof, `hS` is the difference, `r` the resolvent identity, and the final `calc` the norm estimate.

```lean
/-- If `w > 0`, `h` is self-adjoint and `‖S(X)‖ ≤ L‖X‖`, one step changes the distance of
two physical Green's functions by a factor of at most `L/w²`. -/
theorem dysonStep_contraction (hw : 0 < w) (hh : IsSelfAdjoint h)
    (hL : ∀ X, ‖selfEnergy A X‖ ≤ L * ‖X‖) {X Y : H →L[ℂ] H}
    (hX : IsPhysical X) (hY : IsPhysical Y) :
    ‖dysonStep w h A X - dysonStep w h A Y‖ ≤ L / w ^ 2 * ‖X - Y‖ := by
  have e1 : dysonStep w h A X * inverseGreen w h A X = 1 :=
    Ring.inverse_mul_cancel _ (inverseGreen_isUnit hw hh hX)
  have e2 : inverseGreen w h A Y * dysonStep w h A Y = 1 :=
    Ring.mul_inverse_cancel _ (inverseGreen_isUnit hw hh hY)
  have hS : inverseGreen w h A Y - inverseGreen w h A X = selfEnergy A (X - Y) := by
    have : selfEnergy A (X - Y) = selfEnergy A X - selfEnergy A Y := by
      simp only [selfEnergy, mul_sub, sub_mul, Finset.sum_sub_distrib]
    rw [this, inverseGreen, inverseGreen]
    abel
  -- the resolvent identity
  have r : dysonStep w h A X - dysonStep w h A Y
      = dysonStep w h A X * selfEnergy A (X - Y) * dysonStep w h A Y := by
    rw [← hS, mul_sub, sub_mul, e1, mul_assoc, e2, mul_one, one_mul]
  have b1 := (norm_mul_le (dysonStep w h A X) (selfEnergy A (X - Y))).trans
    (mul_le_mul (dysonStep_physical hw hh hX).2 (hL (X - Y)) (norm_nonneg _)
      (by positivity))
  rw [r]
  calc _ ≤ _ := norm_mul_le _ _
    _ ≤ 1 / w * (L * ‖X - Y‖) * (1 / w) :=
      mul_le_mul b1 (dysonStep_physical hw hh hY).2 (norm_nonneg _)
        ((norm_nonneg _).trans b1)
    _ = L / w ^ 2 * ‖X - Y‖ := by ring
```

Multiplying by the inverse shows that, for physical $G$, $F(G)=G$ is equivalent to $M(G)G=1$.

```lean
/-- For `w > 0` and self-adjoint `h`, a physical `G` is a fixed point of the step exactly
when it solves the Dyson equation. -/
theorem dysonStep_eq_self_iff (hw : 0 < w) (hh : IsSelfAdjoint h) (hG : IsPhysical G) :
    dysonStep w h A G = G ↔ inverseGreen w h A G * G = 1 := by
  have hu := inverseGreen_isUnit (A := A) hw hh hG
  constructor
  · intro e
    have e2 : inverseGreen w h A G * dysonStep w h A G = 1 := Ring.mul_inverse_cancel _ hu
    rwa [e] at e2
  · intro e
    have e1 : dysonStep w h A G * inverseGreen w h A G = 1 := Ring.inverse_mul_cancel _ hu
    calc dysonStep w h A G = dysonStep w h A G * (inverseGreen w h A G * G) := by
          rw [e, mul_one]
      _ = G := by rw [← mul_assoc, e1, one_mul]
```

Induction then gives $\|F^n(X)-F^n(Y)\|\le(L/w^2)^n\|X-Y\|$, with every iterate physical.

```lean
/-- If `w > 0`, `h` is self-adjoint and `‖S(X)‖ ≤ L‖X‖` with `L ≥ 0`, then `n` steps from
physical `X` and `Y` give physical results whose distance is at most `(L/w²)ⁿ‖X - Y‖`. -/
theorem iterate_contraction (hw : 0 < w) (hh : IsSelfAdjoint h) (hL0 : 0 ≤ L)
    (hL : ∀ X, ‖selfEnergy A X‖ ≤ L * ‖X‖) {X Y : H →L[ℂ] H}
    (hX : IsPhysical X) (hY : IsPhysical Y) (n : ℕ) :
    IsPhysical ((dysonStep w h A)^[n] X) ∧ IsPhysical ((dysonStep w h A)^[n] Y) ∧
    ‖(dysonStep w h A)^[n] X - (dysonStep w h A)^[n] Y‖ ≤ (L / w ^ 2) ^ n * ‖X - Y‖ := by
  induction n with
  | zero => exact ⟨hX, hY, by simp⟩
  | succ n ih =>
    obtain ⟨pX, pY, b⟩ := ih
    simp only [Function.iterate_succ_apply']
    refine ⟨(dysonStep_physical hw hh pX).1, (dysonStep_physical hw hh pY).1, ?_⟩
    calc _ ≤ _ := dysonStep_contraction hw hh hL pX pY
      _ ≤ L / w ^ 2 * ((L / w ^ 2) ^ n * ‖X - Y‖) :=
        mul_le_mul_of_nonneg_left b (by positivity)
      _ = _ := by ring
```

## The condition $L<w^2$: coupling weaker than the frequency

The hypothesis `hLw` makes $q=L/w^2$ less than one. Let $G_n=F^n(0)$. Since $0$ and $G_1$ are physical, $\|G_n-G_{n+1}\|\le q^n\|G_1\|$. Summing the geometric series gives, for $m\ge n$,
$$\|G_m-G_n\|\le\frac{q^n}{1-q}\|G_1\|,$$
so the iterates converge to some $G$. The limit is physical because $\operatorname{Im}\langle x,G_nx\rangle$ depends continuously on $G_n$. Also $\|G_{n+1}-F(G)\|\le q\|G_n-G\|\to0$, so $F(G)=G$.

If $G'$ is another physical solution, $\|G'-G\|\le q\|G'-G\|$ forces $G'=G$. For any physical start $G_0$, the contraction with $F(G)=G$ gives
$$\|F^{n+1}(G_0)-G\|\le q\|F^n(G_0)-G\|,$$
and hence convergence.

The theorem states that there is a `G` that is physical, solves the equation, equals every other physical solution, and attracts every physical start with the stated error bound at each step. In the proof, `hC` is the Cauchy property, `pG` the sign of the limit and `fG` the fixed-point equation. The replacement of $L$ by `max L 0` only matters on the zero space, where a negative $L$ is allowed.

```lean
/-- Let `w > 0`, `h` self-adjoint and `‖S(X)‖ ≤ L‖X‖` with `L < w²`. The Dyson equation has exactly
one physical solution, and the iteration from any physical start converges to it, with the error
multiplied by at most `L/w²` at each step. -/
theorem dyson_iteration_converges (hw : 0 < w) (hh : IsSelfAdjoint h)
    (hL : ∀ X, ‖selfEnergy A X‖ ≤ L * ‖X‖) (hLw : L < w ^ 2) :
    ∃ G, IsPhysical G ∧ inverseGreen w h A G * G = 1 ∧
      (∀ G', IsPhysical G' → inverseGreen w h A G' * G' = 1 → G' = G) ∧
      ∀ G₀, IsPhysical G₀ →
        (∀ n, ‖(dysonStep w h A)^[n + 1] G₀ - G‖
          ≤ L / w ^ 2 * ‖(dysonStep w h A)^[n] G₀ - G‖) ∧
        Tendsto (fun n => (dysonStep w h A)^[n] G₀) atTop (𝓝 G) := by
  have hw2 : 0 < w ^ 2 := by positivity
  have hM : ∀ X, ‖selfEnergy A X‖ ≤ max L 0 * ‖X‖ := fun X =>
    (hL X).trans (mul_le_mul_of_nonneg_right (le_max_left _ _) (norm_nonneg _))
  have hq0 : 0 ≤ max L 0 / w ^ 2 := div_nonneg (le_max_right _ _) hw2.le
  have hq1 : max L 0 / w ^ 2 < 1 := (div_lt_one hw2).2 (max_lt hLw hw2)
  have p0 : IsPhysical (0 : H →L[ℂ] H) := fun x => by simp
  have hit := fun {X Y : H →L[ℂ] H} (hX : IsPhysical X) (hY : IsPhysical Y) (n : ℕ) =>
    iterate_contraction hw hh (le_max_right L 0) hM hX hY n
  -- the iterates from zero form a Cauchy sequence
  have hC : CauchySeq (fun n => (dysonStep w h A)^[n] 0) := by
    refine cauchySeq_of_le_geometric _ ‖0 - dysonStep w h A 0‖ hq1 fun n => ?_
    rw [dist_eq_norm, Function.iterate_succ_apply, mul_comm]
    exact (hit p0 (dysonStep_physical hw hh p0).1 n).2.2
  obtain ⟨G, hG⟩ := cauchySeq_tendsto_of_complete hC
  have pG : IsPhysical G := by
    intro x
    have hc : Continuous fun T : H →L[ℂ] H => (inner ℂ x (T x)).im :=
      Complex.continuous_im.comp
        ((innerSL ℂ x).continuous.comp (ContinuousLinearMap.apply ℂ H x).continuous)
    exact le_of_tendsto' ((hc.tendsto G).comp hG) fun n => (hit p0 p0 n).1 x
  -- the limit is a fixed point
  have fG : dysonStep w h A G = G := by
    have hz := (tendsto_iff_norm_sub_tendsto_zero.mp hG).const_mul (max L 0 / w ^ 2)
    rw [mul_zero] at hz
    have ht : Tendsto (fun n => (dysonStep w h A)^[n + 1] 0) atTop
        (𝓝 (dysonStep w h A G)) := by
      refine tendsto_iff_norm_sub_tendsto_zero.mpr
        (squeeze_zero (fun _ => norm_nonneg _) (fun n => ?_) hz)
      rw [Function.iterate_succ_apply']
      exact dysonStep_contraction hw hh hM (hit p0 p0 n).1 pG
    exact tendsto_nhds_unique ht (hG.comp (tendsto_add_atTop_nat 1))
  refine ⟨G, pG, (dysonStep_eq_self_iff hw hh pG).1 fG, ?_, ?_⟩
  · intro G' pG' eG'
    have c := dysonStep_contraction hw hh hM pG' pG
    rw [(dysonStep_eq_self_iff hw hh pG').2 eG', fG] at c
    by_contra hne
    have hpos : 0 < ‖G' - G‖ := norm_pos_iff.2 (sub_ne_zero.2 hne)
    nlinarith
  · intro G₀ pG₀
    constructor
    · intro n
      have c := dysonStep_contraction hw hh hL (hit pG₀ pG n).1 pG
      rwa [fG, ← Function.iterate_succ_apply' (dysonStep w h A)] at c
    · have hz := (tendsto_pow_atTop_nhds_zero_of_lt_one hq0 hq1).mul_const ‖G₀ - G‖
      rw [zero_mul] at hz
      refine tendsto_iff_norm_sub_tendsto_zero.mpr
        (squeeze_zero (fun _ => norm_nonneg _) (fun n => ?_) hz)
      have b := (hit pG₀ pG n).2.2
      rwa [Function.iterate_fixed fG n] at b
```

For self-consistent Born calculations with bounded self-adjoint $h$ and this linear, single-frequency self-energy, the theorem guarantees that plain iteration from zero works when $w>\sqrt L$. The condition is sufficient, not necessary: for $h=0$ and $S(G)=LG$, the iteration from zero converges for every $L\ge0$.

## The physical sign: which solution is meant

The condition `IsPhysical` enters every estimate through the lower bound on $M(G)$, and it restricts both the solution and the start. Without it, uniqueness can fail. Take $h=0$, $S(G)=G$ and $w=3/2$ on a nonzero space, so that $L=1<9/4$. For $G=z\cdot1$ the Dyson equation becomes $(3i/2-z)z=1$, with solutions $z=-i/2$ and $z=2i$. Only the first is physical, and an iteration started at $2i$ stays there.

In the proof, `hz` reduces the operator equation to this scalar one, and `hi` reads the sign from $\operatorname{Im}z$.

```lean
/-- On a nonzero space with `h = 0`, `S(G) = G` and `w = 3/2`, the Dyson equation is solved
by the physical `G = -i/2` and also by `G = 2i`, which is not physical. -/
theorem unphysical_solution [Nontrivial H] :
    let A : Fin 1 → H →L[ℂ] H := fun _ => 1
    let P : H →L[ℂ] H := (-Complex.I / 2) • 1
    let U : H →L[ℂ] H := (2 * Complex.I) • 1
    (∀ X, selfEnergy A X = X) ∧
      (IsPhysical P ∧ inverseGreen (3 / 2) 0 A P * P = 1) ∧
      (¬ IsPhysical U ∧ inverseGreen (3 / 2) 0 A U * U = 1) := by
  intro A P U
  have ha : adjoint (1 : H →L[ℂ] H) = 1 := star_one (H →L[ℂ] H)
  have hS : ∀ X, selfEnergy A X = X := fun X => by simp [selfEnergy, A, ha]
  have hi : ∀ (z : ℂ) (x : H),
      (inner ℂ x ((z • (1 : H →L[ℂ] H)) x)).im = z.im * ‖x‖ ^ 2 := by
    intro z x
    have n : (inner ℂ x x).re = ‖x‖ ^ 2 := inner_self_eq_norm_sq (𝕜 := ℂ) x
    have m : (inner ℂ x x).im = 0 := inner_self_im (𝕜 := ℂ) x
    change (inner ℂ x (z • x)).im = _
    rw [inner_smul_right, Complex.mul_im, n, m]
    ring
  -- for multiples of the identity the equation is a scalar one
  have hz : ∀ z : ℂ, (Complex.I * ((3 / 2 : ℝ) : ℂ) - z) * z = 1 →
      inverseGreen (3 / 2) 0 A (z • 1) * (z • 1) = 1 := by
    intro z e
    rw [inverseGreen, hS, sub_zero, ← sub_smul, smul_mul_smul_comm, e, mul_one, one_smul]
  refine ⟨hS, ⟨fun x => ?_, hz _ ?_⟩, fun hU => ?_, hz _ ?_⟩
  · rw [hi]
    have : (-Complex.I / 2).im = -1 / 2 := by simp
    rw [this]
    nlinarith [sq_nonneg ‖x‖]
  · push_cast
    linear_combination -Complex.I_sq
  · obtain ⟨x, hx⟩ := exists_ne (0 : H)
    have c := hU x
    rw [hi] at c
    have : (2 * Complex.I).im = 2 := by simp
    rw [this] at c
    have : 0 < ‖x‖ ^ 2 := pow_pos (norm_pos_iff.2 hx) 2
    linarith
  · push_cast
    linear_combination -Complex.I_sq

end

end SelfConsistentDyson
```

```lean
#print axioms SelfConsistentDyson.isPhysical_iff
#print axioms SelfConsistentDyson.dyson_iteration_converges
#print axioms SelfConsistentDyson.unphysical_solution
```

```
'SelfConsistentDyson.isPhysical_iff' depends on axioms: [propext, Classical.choice, Quot.sound]
'SelfConsistentDyson.dyson_iteration_converges' depends on axioms: [propext, Classical.choice, Quot.sound]
'SelfConsistentDyson.unphysical_solution' depends on axioms: [propext, Classical.choice, Quot.sound]
```
